# Nine inequalities that make the third vector of a triple shortest among the integer combinations involving it

The three edges of a crystal cell can pass every pairwise check for shortness while their sum is a lattice vector much shorter than the third edge, and the third edge then overstates the distance to the nearest periodic image out of the plane of the other two. For edges ordered by length, checking the four body diagonals as well is enough: no integer combination with a nonzero third coefficient is then shorter than the third edge.

```lean
import Mathlib

open scoped InnerProductSpace

namespace MinkowskiReduction

variable {E : Type*} [NormedAddCommGroup E] [InnerProductSpace ℝ E]

/-- The lattice vector with integer coordinates `x, y, z` along `a, b, c`. -/
def latticeVec (a b c : E) (x y z : ℤ) : E :=
  (x : ℝ) • a + (y : ℝ) • b + (z : ℝ) • c

/-- The finite reduction test for three vectors: they are ordered by length, each pair is
reduced, and no body diagonal `±a ± b + c` is shorter than `c`. -/
structure IsReduced (a b c : E) : Prop where
  len_ab : ‖a‖ ≤ ‖b‖
  len_bc : ‖b‖ ≤ ‖c‖
  inner_ab : 2 * |⟪a, b⟫_ℝ| ≤ ‖a‖ ^ 2
  inner_ac : 2 * |⟪a, c⟫_ℝ| ≤ ‖a‖ ^ 2
  inner_bc : 2 * |⟪b, c⟫_ℝ| ≤ ‖b‖ ^ 2
  diagonal : ∀ s t : ℝ, (s = 1 ∨ s = -1) → (t = 1 ∨ t = -1) →
    ‖c‖ ≤ ‖s • a + t • b + c‖

/-- The squared length of a combination of three vectors, written with the entries of
their metric tensor. -/
theorem norm_sq_comb (a b c : E) (x y z : ℝ) :
    ‖x • a + y • b + z • c‖ ^ 2 = x ^ 2 * ‖a‖ ^ 2 + y ^ 2 * ‖b‖ ^ 2 + z ^ 2 * ‖c‖ ^ 2
      + 2 * x * y * ⟪a, b⟫_ℝ + 2 * x * z * ⟪a, c⟫_ℝ + 2 * y * z * ⟪b, c⟫_ℝ := by
  simp only [← real_inner_self_eq_norm_sq, inner_add_left, inner_add_right,
    real_inner_smul_left, real_inner_smul_right]
  rw [real_inner_comm a b, real_inner_comm a c, real_inner_comm b c]
  ring

/-- Obtuse case: a ternary form with nonpositive cross terms `-P, -Q, -R` that obey the
reduction inequalities is at least `C` at integer points with `z ≠ 0`. -/
theorem obtuse_bound {A B C P Q R : ℝ} (hAB : A ≤ B) (hBC : B ≤ C)
    (hP : 0 ≤ P) (hQ : 0 ≤ Q) (hR : 0 ≤ R) (hPA : P ≤ A) (hQA : Q ≤ A) (hRB : R ≤ B)
    (hsum : P + Q + R ≤ A + B) (x y z : ℤ) (hz : z ≠ 0) :
    C ≤ A * (x : ℝ) ^ 2 + B * (y : ℝ) ^ 2 + C * (z : ℝ) ^ 2
      - P * (x * y) - Q * (x * z) - R * (y * z) := by
  have hsq : ∀ n : ℤ, n ≠ 0 → (1 : ℝ) ≤ (n : ℝ) ^ 2 := by
    intro n hn
    have h0 : 0 < n ^ 2 := by positivity
    have h1 : 1 ≤ n ^ 2 := by linarith
    exact_mod_cast h1
  have hz1 := hsq z hz
  -- Selling's form: a sum of squares with nonnegative weights
  have hform : A * (x : ℝ) ^ 2 + B * (y : ℝ) ^ 2 + C * (z : ℝ) ^ 2
      - P * (x * y) - Q * (x * z) - R * (y * z)
      = P / 2 * ((x : ℝ) - y) ^ 2 + Q / 2 * ((x : ℝ) - z) ^ 2 + R / 2 * ((y : ℝ) - z) ^ 2
        + (A - (P + Q) / 2) * (x : ℝ) ^ 2 + (B - (P + R) / 2) * (y : ℝ) ^ 2
        + (C - (Q + R) / 2) * (z : ℝ) ^ 2 := by ring
  have wA : 0 ≤ A - (P + Q) / 2 := by linarith
  have wB : 0 ≤ B - (P + R) / 2 := by linarith
  have wC : 0 ≤ C - (Q + R) / 2 := by linarith
  have tC := le_mul_of_one_le_right wC hz1
  by_cases hx : x = z
  · have ex : (x : ℝ) = z := by exact_mod_cast hx
    by_cases hy : y = z
    · -- the body diagonal
      have ey : (y : ℝ) = z := by exact_mod_cast hy
      have h1 : 0 ≤ (A + B - P - Q - R) * (z : ℝ) ^ 2 :=
        mul_nonneg (by linarith) (sq_nonneg _)
      have h2 := le_mul_of_one_le_right (show 0 ≤ C by linarith) hz1
      rw [ex, ey]
      linarith
    · have h1 := hsq (y - z) (sub_ne_zero.mpr hy)
      push_cast at h1
      have t1 := le_mul_of_one_le_right (show 0 ≤ (P + R) / 2 by linarith) h1
      have t2 := le_mul_of_one_le_right wA hz1
      have t3 := mul_nonneg wB (sq_nonneg (y : ℝ))
      rw [ex]
      linarith
  · have h1 := hsq (x - z) (sub_ne_zero.mpr hx)
    push_cast at h1
    by_cases hy : y = z
    · have ey : (y : ℝ) = z := by exact_mod_cast hy
      have t1 := le_mul_of_one_le_right (show 0 ≤ (P + Q) / 2 by linarith) h1
      have t2 := le_mul_of_one_le_right wB hz1
      have t3 := mul_nonneg wA (sq_nonneg (x : ℝ))
      rw [ey]
      linarith
    · have h2 := hsq (y - z) (sub_ne_zero.mpr hy)
      push_cast at h2
      have t1 := le_mul_of_one_le_right (show 0 ≤ Q / 2 by linarith) h1
      have t2 := le_mul_of_one_le_right (show 0 ≤ R / 2 by linarith) h2
      have t3 := mul_nonneg wA (sq_nonneg (x : ℝ))
      have t4 := mul_nonneg wB (sq_nonneg (y : ℝ))
      have t5 := mul_nonneg (show 0 ≤ P / 2 by linarith) (sq_nonneg ((x : ℝ) - y))
      rw [hform]
      linarith

/-- The same bound for cross terms `p, q, r` of any sign that obey the lower reduction
inequalities, at integer points with nonnegative coordinates and `z ≠ 0`. -/
theorem octant_bound {A B C p q r : ℝ} (hA : 0 ≤ A) (hAB : A ≤ B) (hBC : B ≤ C)
    (hp : -A ≤ p) (hq : -A ≤ q) (hr : -B ≤ r) (hd : 0 ≤ A + B + p + q + r)
    (x y z : ℤ) (hx : 0 ≤ x) (hy : 0 ≤ y) (hz : 0 ≤ z) (hz0 : z ≠ 0) :
    C ≤ A * (x : ℝ) ^ 2 + B * (y : ℝ) ^ 2 + C * (z : ℝ) ^ 2
      + p * (x * y) + q * (x * z) + r * (y * z) := by
  have hx' : (0 : ℝ) ≤ x := by exact_mod_cast hx
  have hy' : (0 : ℝ) ≤ y := by exact_mod_cast hy
  have hz' : (0 : ℝ) ≤ z := by exact_mod_cast hz
  -- positive cross terms only lengthen the vector, so they are replaced by zero
  have hsum : max (-p) 0 + max (-q) 0 + max (-r) 0 ≤ A + B := by
    rcases max_cases (-p) 0 with ⟨h1, _⟩ | ⟨h1, _⟩ <;>
    rcases max_cases (-q) 0 with ⟨h2, _⟩ | ⟨h2, _⟩ <;>
    rcases max_cases (-r) 0 with ⟨h3, _⟩ | ⟨h3, _⟩ <;>
    rw [h1, h2, h3] <;> linarith
  have key := obtuse_bound hAB hBC (le_max_right (-p) 0) (le_max_right (-q) 0)
    (le_max_right (-r) 0) (max_le (by linarith) hA) (max_le (by linarith) hA)
    (max_le (by linarith) (by linarith)) hsum x y z hz0
  have t1 := mul_le_mul_of_nonneg_right (le_max_left (-p) 0) (mul_nonneg hx' hy')
  have t2 := mul_le_mul_of_nonneg_right (le_max_left (-q) 0) (mul_nonneg hx' hz')
  have t3 := mul_le_mul_of_nonneg_right (le_max_left (-r) 0) (mul_nonneg hy' hz')
  linarith

/-- For a reduced triple `a, b, c`, every lattice vector with nonzero coordinate along `c`
is at least as long as `c`. -/
theorem norm_le_latticeVec {a b c : E} (h : IsReduced a b c) (x y z : ℤ) (hz : z ≠ 0) :
    ‖c‖ ≤ ‖latticeVec a b c x y z‖ := by
  have hsign : ∀ n : ℤ, ∃ s : ℝ, (s = 1 ∨ s = -1) ∧ (n : ℝ) = s * ((|n| : ℤ) : ℝ) := by
    intro n
    rcases le_total 0 n with hn | hn
    · exact ⟨1, Or.inl rfl, by rw [abs_of_nonneg hn, one_mul]⟩
    · exact ⟨-1, Or.inr rfl, by rw [abs_of_nonpos hn]; push_cast; ring⟩
  have hb : ∀ s t u K : ℝ, (s = 1 ∨ s = -1) → (t = 1 ∨ t = -1) → 2 * |u| ≤ K →
      -K ≤ s * t * (2 * u) := by
    intro s t u K hs ht hu
    have h1 := neg_abs_le u
    have h2 := le_abs_self u
    rcases hs with rfl | rfl <;> rcases ht with rfl | rfl <;> linarith
  -- the body-diagonal condition in terms of the metric tensor
  have hD : ∀ s t : ℝ, (s = 1 ∨ s = -1) → (t = 1 ∨ t = -1) →
      0 ≤ ‖a‖ ^ 2 + ‖b‖ ^ 2 + s * t * (2 * ⟪a, b⟫_ℝ) + s * (2 * ⟪a, c⟫_ℝ)
        + t * (2 * ⟪b, c⟫_ℝ) := by
    intro s t hs ht
    have e := norm_sq_comb a b c s t 1
    have hs2 : s ^ 2 = 1 := by rcases hs with rfl | rfl <;> norm_num
    have ht2 : t ^ 2 = 1 := by rcases ht with rfl | rfl <;> norm_num
    rw [one_smul, hs2, ht2] at e
    have := pow_le_pow_left₀ (norm_nonneg c) (h.diagonal s t hs ht) 2
    linarith
  obtain ⟨s, hs, ex⟩ := hsign x
  obtain ⟨t, ht, ey⟩ := hsign y
  obtain ⟨u, hu, ez⟩ := hsign z
  have hd : 0 ≤ ‖a‖ ^ 2 + ‖b‖ ^ 2 + s * t * (2 * ⟪a, b⟫_ℝ) + s * u * (2 * ⟪a, c⟫_ℝ)
      + t * u * (2 * ⟪b, c⟫_ℝ) := by
    have d1 := hD 1 1 (Or.inl rfl) (Or.inl rfl)
    have d2 := hD 1 (-1) (Or.inl rfl) (Or.inr rfl)
    have d3 := hD (-1) 1 (Or.inr rfl) (Or.inl rfl)
    have d4 := hD (-1) (-1) (Or.inr rfl) (Or.inr rfl)
    rcases hs with rfl | rfl <;> rcases ht with rfl | rfl <;>
      rcases hu with rfl | rfl <;> linarith
  -- the signs of the coordinates are absorbed into the vectors
  have key := octant_bound (sq_nonneg ‖a‖) (pow_le_pow_left₀ (norm_nonneg a) h.len_ab 2)
    (pow_le_pow_left₀ (norm_nonneg b) h.len_bc 2) (hb s t _ _ hs ht h.inner_ab)
    (hb s u _ _ hs hu h.inner_ac) (hb t u _ _ ht hu h.inner_bc) hd
    |x| |y| |z| (abs_nonneg x) (abs_nonneg y) (abs_nonneg z) (abs_ne_zero.mpr hz)
  refine (sq_le_sq₀ (norm_nonneg _) (norm_nonneg _)).1 ?_
  rw [latticeVec, norm_sq_comb, ex, ey, ez]
  rcases hs with rfl | rfl <;> rcases ht with rfl | rfl <;>
    rcases hu with rfl | rfl <;> linarith

/-- For a reduced pair `a, b` and a vector `c` no shorter than `b`, the finite reduction test
holds exactly when `c` is shortest among all lattice vectors with nonzero coordinate
along `c`. -/
theorem isReduced_iff {a b c : E} (hab : ‖a‖ ≤ ‖b‖) (hbc : ‖b‖ ≤ ‖c‖)
    (hin : 2 * |⟪a, b⟫_ℝ| ≤ ‖a‖ ^ 2) :
    IsReduced a b c ↔ ∀ x y z : ℤ, z ≠ 0 → ‖c‖ ≤ ‖latticeVec a b c x y z‖ := by
  refine ⟨fun h => norm_le_latticeVec h, fun H => ?_⟩
  have e : ∀ x y : ℤ, ‖c‖ ^ 2 ≤ ‖latticeVec a b c x y 1‖ ^ 2 := fun x y =>
    pow_le_pow_left₀ (norm_nonneg c) (H x y 1 one_ne_zero) 2
  simp only [latticeVec, norm_sq_comb] at e
  refine ⟨hab, hbc, hin, ?_, ?_, ?_⟩
  · -- compare `c` with `c ± a`
    have h1 := e 1 0
    have h2 := e (-1) 0
    push_cast at h1 h2
    rcases abs_cases ⟪a, c⟫_ℝ with ⟨h3, _⟩ | ⟨h3, _⟩ <;> rw [h3] <;> linarith
  · -- compare `c` with `c ± b`
    have h1 := e 0 1
    have h2 := e 0 (-1)
    push_cast at h1 h2
    rcases abs_cases ⟪b, c⟫_ℝ with ⟨h3, _⟩ | ⟨h3, _⟩ <;> rw [h3] <;> linarith
  · rintro s t (rfl | rfl) (rfl | rfl)
    · simpa [latticeVec] using H 1 1 1 one_ne_zero
    · simpa [latticeVec] using H 1 (-1) 1 one_ne_zero
    · simpa [latticeVec] using H (-1) 1 1 one_ne_zero
    · simpa [latticeVec] using H (-1) (-1) 1 one_ne_zero

/-- Among any three lattice vectors of a reduced triple whose integer coordinate matrix is
nonsingular, at least one is as long as `c` or longer. -/
theorem exists_norm_le_of_det_ne_zero {a b c : E} (h : IsReduced a b c)
    (M : Matrix (Fin 3) (Fin 3) ℤ) (hM : M.det ≠ 0) :
    ∃ i, ‖c‖ ≤ ‖latticeVec a b c (M i 0) (M i 1) (M i 2)‖ := by
  by_contra hcon
  -- otherwise all three vectors lie in the plane of `a` and `b`
  refine hM (Matrix.det_eq_zero_of_column_eq_zero 2 fun i => ?_)
  by_contra hz
  exact hcon ⟨i, norm_le_latticeVec h _ _ _ hz⟩

/-- The inner product of two vectors of three-dimensional space in Cartesian components. -/
theorem inner_cartesian (x y z u v w : ℝ) :
    ⟪(!₂[x, y, z] : EuclideanSpace ℝ (Fin 3)), !₂[u, v, w]⟫_ℝ = x * u + y * v + z * w := by
  simp [PiLp.inner_apply, Fin.sum_univ_three, mul_comm]

/-- The primitive vectors `(-1,1,1)`, `(1,-1,1)`, `(1,1,-1)` of the body-centred cubic
lattice form a reduced triple. -/
theorem isReduced_bcc_witness :
    IsReduced (!₂[-1, 1, 1] : EuclideanSpace ℝ (Fin 3)) !₂[1, -1, 1] !₂[1, 1, -1] := by
  refine ⟨?_, ?_, ?_, ?_, ?_, ?_⟩
  · refine (sq_le_sq₀ (norm_nonneg _) (norm_nonneg _)).1 ?_
    simp only [← real_inner_self_eq_norm_sq, inner_cartesian]
    norm_num
  · refine (sq_le_sq₀ (norm_nonneg _) (norm_nonneg _)).1 ?_
    simp only [← real_inner_self_eq_norm_sq, inner_cartesian]
    norm_num
  · simp only [← real_inner_self_eq_norm_sq, inner_cartesian]
    norm_num
  · simp only [← real_inner_self_eq_norm_sq, inner_cartesian]
    norm_num
  · simp only [← real_inner_self_eq_norm_sq, inner_cartesian]
    norm_num
  · intro s t hs ht
    refine (sq_le_sq₀ (norm_nonneg _) (norm_nonneg _)).1 ?_
    have e := norm_sq_comb (!₂[-1, 1, 1] : EuclideanSpace ℝ (Fin 3)) !₂[1, -1, 1]
      !₂[1, 1, -1] s t 1
    rw [one_smul] at e
    rw [e]
    simp only [← real_inner_self_eq_norm_sq, inner_cartesian]
    rcases hs with rfl | rfl <;> rcases ht with rfl | rfl <;> norm_num

/-- The vectors `(-3,1,1)`, `(1,-3,1)`, `(1,1,-3)` satisfy all length and pair conditions of
the reduction test, yet their sum is shorter than the third vector. -/
theorem diagonal_condition_needed :
    ∃ a b c : EuclideanSpace ℝ (Fin 3),
      (a = !₂[-3, 1, 1] ∧ b = !₂[1, -3, 1] ∧ c = !₂[1, 1, -3]) ∧
      ‖a‖ ≤ ‖b‖ ∧ ‖b‖ ≤ ‖c‖ ∧ 2 * |⟪a, b⟫_ℝ| ≤ ‖a‖ ^ 2 ∧ 2 * |⟪a, c⟫_ℝ| ≤ ‖a‖ ^ 2 ∧
      2 * |⟪b, c⟫_ℝ| ≤ ‖b‖ ^ 2 ∧ ‖latticeVec a b c 1 1 1‖ < ‖c‖ := by
  refine ⟨_, _, _, ⟨rfl, rfl, rfl⟩, ?_, ?_, ?_, ?_, ?_, ?_⟩
  · refine (sq_le_sq₀ (norm_nonneg _) (norm_nonneg _)).1 ?_
    simp only [← real_inner_self_eq_norm_sq, inner_cartesian]
    norm_num
  · refine (sq_le_sq₀ (norm_nonneg _) (norm_nonneg _)).1 ?_
    simp only [← real_inner_self_eq_norm_sq, inner_cartesian]
    norm_num
  · simp only [← real_inner_self_eq_norm_sq, inner_cartesian]
    norm_num
  · simp only [← real_inner_self_eq_norm_sq, inner_cartesian]
    norm_num
  · simp only [← real_inner_self_eq_norm_sq, inner_cartesian]
    norm_num
  · refine lt_of_pow_lt_pow_left₀ 2 (norm_nonneg _) ?_
    rw [latticeVec, norm_sq_comb]
    simp only [← real_inner_self_eq_norm_sq, inner_cartesian]
    norm_num

end MinkowskiReduction
```

```lean
#print axioms MinkowskiReduction.isReduced_iff
-- 'MinkowskiReduction.isReduced_iff' depends on axioms: [propext, Classical.choice, Quot.sound]
#print axioms MinkowskiReduction.exists_norm_le_of_det_ne_zero
-- 'MinkowskiReduction.exists_norm_le_of_det_ne_zero' depends on axioms: [propext, Classical.choice, Quot.sound]
#print axioms MinkowskiReduction.diagonal_condition_needed
-- 'MinkowskiReduction.diagonal_condition_needed' depends on axioms: [propext, Classical.choice, Quot.sound]
```

## The test and the bound it gives

The structure `IsReduced a b c` collects nine inequalities. Two order the lengths, ‖a‖ ≤ ‖b‖ ≤ ‖c‖. Three bound the inner products:

2|⟨a,b⟩| ≤ ‖a‖², 2|⟨a,c⟩| ≤ ‖a‖², 2|⟨b,c⟩| ≤ ‖b‖².

The last four say that none of the vectors ±a ± b + c is shorter than c. In Lean the signs are real numbers `s` and `t`, each equal to 1 or −1. These are the conditions of Minkowski reduction; Niggli reduction adds rules for choosing among equally short cells, and these play no part here.

The vector `latticeVec a b c x y z` is xa + yb + zc with integers x, y, z. The main theorem, `norm_le_latticeVec`, says that a reduced triple satisfies

‖c‖ ≤ ‖xa + yb + zc‖ whenever z ≠ 0.

The vectors live in any real inner-product space `E`, and linear independence is not assumed. Ordinary three-dimensional cells are the case of independent vectors in ℝ³.

Two consequences follow. If a and b already satisfy their own conditions and ‖b‖ ≤ ‖c‖, then `isReduced_iff` says that the test holds exactly when c has this minimal length. And `exists_norm_le_of_det_ne_zero` takes three integer combinations of a reduced triple, with coefficients in the rows of a matrix `M` of nonzero determinant, and finds one at least as long as c. For a cell with independent edges that passes the test, therefore, no three independent lattice vectors are all shorter than c.

## Periodic images and the choice of cell

In a supercell calculation of a defect, the images displaced out of the plane of a and b are at least ‖c‖ away, provided that the supercell vectors pass the test. This is a statement about the geometry of a given cell; it supplies no algorithm for finding a reduced one.

That the integer combinations of a, b, c are all the translations of the crystal has to come from crystallography. The conventional cubic cell of a body-centred crystal passes the test, yet the centring translation is shorter than its edges, because it is not an integer combination of them.

## From squared lengths to a sum of squares

Write A = ‖a‖², B = ‖b‖², C = ‖c‖². The lemma `norm_sq_comb` expands the squared length by bilinearity:

‖xa + yb + zc‖² = Ax² + By² + Cz² + 2xy⟨a,b⟩ + 2xz⟨a,c⟩ + 2yz⟨b,c⟩.

**Signs.** Write x = s|x|, y = t|y|, z = u|z| with signs s, t, u, and set

p = 2st⟨a,b⟩, q = 2su⟨a,c⟩, r = 2tu⟨b,c⟩.

The same squared length is now a form with nonnegative coordinates |x|, |y|, |z| and cross coefficients p, q, r. The pair conditions give p ≥ −A, q ≥ −A and r ≥ −B. Squaring the diagonal condition for the signs su and tu, whose product is st, gives

A + B + p + q + r ≥ 0.

In `norm_le_latticeVec`, `hsign` supplies the signs, `hb` the pair bounds and `hD` the diagonal inequality.

**Positive cross terms.** From here on, x, y, z stand for the nonnegative coordinates. Put P = max(−p, 0), Q = max(−q, 0), R = max(−r, 0). Replacing p, q, r by −P, −Q, −R can only lower the form. Clearly P ≤ A, Q ≤ A and R ≤ B. Moreover,

P + Q + R ≤ A + B.

If all three are positive, this is the diagonal inequality. If one vanishes, the other two sum to at most A + B, by the pair bounds and A ≤ B. This is `octant_bound`, where `max_cases` splits the sum into eight cases and `linarith` closes each.

**Selling's form.** The lowered form equals

(P/2)(x−y)² + (Q/2)(x−z)² + (R/2)(y−z)² + (A−(P+Q)/2)x² + (B−(P+R)/2)y² + (C−(Q+R)/2)z².

All six weights are nonnegative, since P + Q ≤ 2A, P + R ≤ A + B ≤ 2B and Q + R ≤ A + B ≤ 2C. The square of a nonzero integer is at least 1, which leaves four cases:

- If x ≠ z and y ≠ z, the terms in (x−z)², (y−z)² and z² give at least Q/2 + R/2 + C − (Q+R)/2 = C.
- If x = z and y ≠ z, the form is at least C + A − Q ≥ C.
- If y = z and x ≠ z, it is at least C + B − R ≥ C.
- If x = y = z, it equals (A + B + C − P − Q − R)z² ≥ Cz² ≥ C.

In `obtuse_bound`, `hform` is the identity, checked by `ring`, and `hsq` is the integrality step. The main theorem then passes from squared lengths to lengths with `sq_le_sq₀`.

For the converse in `isReduced_iff`, comparing c with c ± a gives 0 ≤ A ± 2⟨a,c⟩, which is the condition on ⟨a,c⟩. Comparing it with c ± b gives the condition on ⟨b,c⟩, and the diagonals are themselves integer combinations. For the matrix statement, if all three vectors were shorter than c, their third coefficients would all vanish, and a zero column makes the determinant zero.

## Two cells in numbers

The body-centred cubic primitive vectors, in units of half the cubic edge, are a = (−1,1,1), b = (1,−1,1), c = (1,1,−1). Each has squared length 3 and each inner product is −1, so the pair conditions read 2 ≤ 3. The diagonal a + b + c = (1,1,1) ties with c, and the test still holds, as `isReduced_bcc_witness` confirms. Here P = Q = R = 2 and every weight in Selling's form is 1. For x = 2, y = z = 1 it gives

1 + 1 + 0 + 4 + 1 + 1 = 8,

which is the squared length of 2a + b + c = (0,2,2) and exceeds 3.

Now take (−3,1,1), (1,−3,1), (1,1,−3), the triple in `diagonal_condition_needed`. The squared lengths are 11 and the inner products −5, so the pair conditions read 10 ≤ 11 and hold. But the sum is (−1,−1,−1), with squared length 3. The other three diagonals have squared length 43, so the single inequality ‖c‖ ≤ ‖a + b + c‖ is what detects the bad cell.
